# Compressing the j = 3/2 projector of a p shell to a unit polarization leaves a spin polarization of at most one half

The polarization is modelled here as a vector e of three complex amplitudes on the Cartesian p orbitals, and the spin state that goes with it as a partial matrix element. If P projects onto the j = 3/2 states of a p shell with spin, then

ρ_st = Σ_ij e_i* P_(i,s),(j,t) e_j

is a 2×2 matrix acting on spin alone. This is the structure behind optical orientation in a semiconductor. Light excites electrons from a p-like valence quartet into an s-like band, the dipole operator acts only on the orbital part, and all four valence states contribute with equal weight. For absorption of light with polarization vector u, the amplitude for a transition from a valence state v into spin s is proportional to Σ_i u_i ⟨p_i,s|v⟩, so e is the complex conjugate of u. Conjugating e reverses the sign of the spin polarization and leaves its size unchanged.

The equal weights and the isotropic dipole element are assumptions. They stand for a degenerate quartet at the zone centre, excited at an energy where the split-off j = 1/2 states don't take part. Band dispersion, electron interactions and spin relaxation are left out. Within this non-interacting model, the result gives the familiar 50 percent spin polarization under circularly polarized light, and a reference value for spin polarizations computed from dipole matrix elements.

```lean
import Mathlib

open Matrix
open Complex (I)
open scoped Kronecker

namespace OpticalOrientation

noncomputable section
```

## The p shell with spin

The indices k = 0, 1, 2 stand for x, y, z. With the Levi-Civita symbol ε_kij, the orbital angular momentum in the Cartesian basis, in units of ħ, is

(L_k)_ij = −i ε_kij.

```lean
/-- The orbital angular momentum matrices of a p shell in the Cartesian basis,
with entries `(L_k)_ij = -i ε_kij`. -/
def orb : Fin 3 → Matrix (Fin 3) (Fin 3) ℂ :=
  ![!![0, 0, 0; 0, 0, -I; 0, I, 0],
    !![0, 0, I; 0, 0, 0; -I, 0, 0],
    !![0, -I, 0; I, 0, 0; 0, 0, 0]]
```

The spin is σ_k/2, with the Pauli matrices in their usual form, so that σ_2 is diagonal and spin index 0 means up along z.

```lean
/-- The three Pauli matrices. -/
def pauli : Fin 3 → Matrix (Fin 2) (Fin 2) ℂ :=
  ![!![0, 1; 1, 0], !![0, -I; I, 0], !![1, 0; 0, -1]]
```

Spin-orbit coupling enters through L·σ = Σ_k L_k ⊗ σ_k. It is a 6×6 matrix whose rows and columns are labelled by pairs (orbital, spin), which is the type `Fin 3 × Fin 2`.

```lean
/-- The spin-orbit operator `L·σ` on the p shell with spin. -/
def spinOrbit : Matrix (Fin 3 × Fin 2) (Fin 3 × Fin 2) ℂ :=
  ∑ k, orb k ⊗ₖ pauli k
```

The candidate for the projector is

P = (2 + L·σ)/3.

At this point it is only a formula; that it projects, and onto which states, is shown below.

```lean
/-- The operator `P = (2 + L·σ)/3`. -/
def quartet : Matrix (Fin 3 × Fin 2) (Fin 3 × Fin 2) ℂ :=
  (1 / 3 : ℂ) • ((2 : ℂ) • 1 + spinOrbit)
```

The total angular momentum is J_k = L_k + σ_k/2, each term acting as the identity on the other factor.

```lean
/-- The total angular momentum `J_k = L_k + σ_k/2`. -/
def total (k : Fin 3) : Matrix (Fin 3 × Fin 2) (Fin 3 × Fin 2) ℂ :=
  orb k ⊗ₖ 1 + (1 / 2 : ℂ) • (1 ⊗ₖ pauli k)
```

The compression defined at the start applies to any operator M on the six-dimensional space. In Lean, `star` is complex conjugation.

```lean
/-- The compression of an operator to the orbital polarization `e`, a matrix acting on spin. -/
def compress (e : Fin 3 → ℂ) (M : Matrix (Fin 3 × Fin 2) (Fin 3 × Fin 2) ℂ) :
    Matrix (Fin 2) (Fin 2) ℂ :=
  Matrix.of fun s t => ∑ i, ∑ j, star (e i) * M (i, s) (j, t) * e j
```

The matrix ρ obtained from P is not normalised to trace one, so the spin polarization along k is the ratio

s_k = tr(σ_k ρ)/tr ρ.

```lean
/-- The spin polarization `tr(σ_k ρ)/tr ρ` of the compressed operator `ρ`, for `e ≠ 0`. -/
def spinPol (e : Fin 3 → ℂ) (k : Fin 3) : ℂ :=
  (pauli k * compress e quartet).trace / (compress e quartet).trace
```

Its type is complex, although the values are real for unit e because L_k is Hermitian. The circular polarization is (1, i, 0)/√2.

```lean
/-- The circular polarization `(1, i, 0)/√2`. -/
def circular : Fin 3 → ℂ := ((√2 : ℝ) : ℂ)⁻¹ • ![1, I, 0]
```

## P projects onto j = 3/2

The matrix elements of the spin-orbit operator are

⟨i,s|L·σ|j,t⟩ = Σ_k (L_k)_ij (σ_k)_st.

```lean
lemma spinOrbit_apply (i j : Fin 3) (s t : Fin 2) :
    spinOrbit (i, s) (j, t) = ∑ k, orb k i j * pauli k s t := by
  simp [spinOrbit, Matrix.sum_apply, Matrix.kroneckerMap_apply]
```

Write S = L·σ. It is Hermitian because every L_k and σ_k is. For its square, use σ_k σ_l = δ_kl + i Σ_m ε_klm σ_m and the commutation relations in the form Σ_kl ε_klm L_k L_l = i L_m:

S² = L² + i · i S = 2 − S.

Therefore

P² = (4 + 4S + S²)/9 = (6 + 3S)/9 = P.

```lean
/-- The operator `P = (2 + L·σ)/3` is an orthogonal projector. -/
theorem quartet_projector : quartet.IsHermitian ∧ quartet * quartet = quartet := by
  have hH : spinOrbitᴴ = spinOrbit := by
    ext ⟨i, s⟩ ⟨j, t⟩
    rw [Matrix.conjTranspose_apply, spinOrbit_apply, spinOrbit_apply]
    fin_cases i <;> fin_cases s <;> fin_cases j <;> fin_cases t <;>
      simp [orb, pauli, Fin.sum_univ_succ]
  -- the quadratic equation of the spin-orbit operator
  have hS : spinOrbit * spinOrbit = (2 : ℂ) • 1 - spinOrbit := by
    ext ⟨i, s⟩ ⟨j, t⟩
    simp only [Matrix.mul_apply, Fintype.sum_prod_type, Matrix.sub_apply, Matrix.smul_apply,
      spinOrbit_apply]
    fin_cases i <;> fin_cases s <;> fin_cases j <;> fin_cases t <;>
      simp [orb, pauli, Fin.sum_univ_succ] <;> norm_num
  constructor
  · rw [Matrix.IsHermitian]
    simp [quartet, Matrix.conjTranspose_smul, Matrix.conjTranspose_add, hH]
  · simp only [quartet, smul_mul_assoc, mul_smul_comm, add_mul, mul_add, one_mul, mul_one, hS]
    module
```

The theorem states both properties of an orthogonal projector, Hermiticity and idempotence. The facts `hH` and `hS` are S† = S and S² = 2 − S. Lean checks them entry by entry with `fin_cases`, where the derivation above uses the algebra of L and σ. The last step is the same expansion of P², and `module` collects the coefficients.

To identify the range, square the total angular momentum. Since σ_k² = 1,

J_k² = L_k² + L_k σ_k + 1/4.

Summing over k with L² = 2 and S = 3P − 2 gives

J² = 2 + S + 3/4 = 3/4 + 3P = (15/4) P + (3/4)(1 − P).

The values 15/4 and 3/4 are j(j+1) for j = 3/2 and j = 1/2, so P is the projector onto the quartet.

```lean
/-- The square of the total angular momentum is `15/4` on the range of `P` and `3/4` on its
orthogonal complement. -/
theorem total_sq :
    ∑ k, total k * total k = (15 / 4 : ℂ) • quartet + (3 / 4 : ℂ) • (1 - quartet) := by
  have hσ : ∀ k, pauli k * pauli k = 1 := by
    intro k
    ext i j
    fin_cases k <;> fin_cases i <;> fin_cases j <;> simp [pauli, Matrix.mul_apply]
  have hL : orb 0 * orb 0 + orb 1 * orb 1 + orb 2 * orb 2 = (2 : ℂ) • 1 := by
    ext i j
    fin_cases i <;> fin_cases j <;>
      simp [orb] <;> norm_num
  have hK : (orb 0 * orb 0) ⊗ₖ (1 : Matrix (Fin 2) (Fin 2) ℂ) + (orb 1 * orb 1) ⊗ₖ 1
      + (orb 2 * orb 2) ⊗ₖ 1 = (2 : ℂ) • 1 := by
    rw [← Matrix.add_kronecker, ← Matrix.add_kronecker, hL, Matrix.smul_kronecker,
      Matrix.one_kronecker_one]
  -- the square of one component, whose two cross terms add up to `L_k ⊗ σ_k`
  have hJ : ∀ k, total k * total k
      = (orb k * orb k) ⊗ₖ 1 + orb k ⊗ₖ pauli k + (1 / 4 : ℂ) • 1 := by
    intro k
    simp only [total, add_mul, mul_add, smul_mul_assoc, mul_smul_comm,
      ← Matrix.mul_kronecker_mul, one_mul, mul_one, hσ, Matrix.one_kronecker_one]
    module
  simp only [hJ, quartet, spinOrbit, Fin.sum_univ_three]
  linear_combination (norm := module) hK
```

Here `hσ` is σ_k² = 1, `hL` is L² = 2, and `hK` carries the latter over to the product space. The expansion of a single square is `hJ`, and the final `linear_combination` adds the three squares.

## The compressed spin matrix

Compression is linear in the operator. It sends the identity to ⟨e,e⟩ times the identity on spin, and L_k ⊗ σ_k to ⟨e,L_k e⟩ σ_k. Hence

ρ = (2⟨e,e⟩ + Σ_k ⟨e,L_k e⟩ σ_k)/3.

```lean
/-- Compressing `P` to the polarization `e` gives `(2⟨e,e⟩ + ⟨e,Le⟩·σ)/3`. -/
theorem compress_quartet (e : Fin 3 → ℂ) :
    compress e quartet = (1 / 3 : ℂ) •
      ((2 * (star e ⬝ᵥ e)) • 1 + ∑ k, (star e ⬝ᵥ orb k *ᵥ e) • pauli k) := by
  ext s t
  fin_cases s <;> fin_cases t <;>
    simp [compress, quartet, spinOrbit_apply, Matrix.one_apply, dotProduct, Matrix.mulVec,
      Fin.sum_univ_succ, orb, pauli] <;> ring_nf <;> simp only [Complex.I_sq] <;> ring
```

This holds for every complex e, normalised or not. The inner product ⟨e,e⟩ appears as `star e ⬝ᵥ e`, and ⟨e,L_k e⟩ as `star e ⬝ᵥ orb k *ᵥ e`. The proof compares the four spin entries as polynomials in the components of e and their conjugates.

For linear polarization, take e = r with real components and Σ_i r_i² = 1. The antisymmetry of ε gives

⟨r,L_k r⟩ = −i Σ_ij ε_kij r_i r_j = 0,

so ρ = 2/3 times the identity. Normalised to trace one, this is the unpolarized spin state, 1/2 times the identity.

```lean
/-- For a real unit polarization the compressed operator is `2/3` times the identity on spin. -/
theorem compress_linear (r : Fin 3 → ℝ) (hr : ∑ i, r i ^ 2 = 1) :
    compress (fun i => (r i : ℂ)) quartet = (2 / 3 : ℂ) • 1 := by
  have hn : star (fun i => (r i : ℂ)) ⬝ᵥ (fun i => (r i : ℂ)) = 1 := by
    have h := congrArg (fun x : ℝ => (x : ℂ)) hr
    simp only [Fin.sum_univ_three] at h
    push_cast at h
    simp only [dotProduct, Fin.sum_univ_three, Pi.star_apply, Complex.star_def,
      Complex.conj_ofReal]
    linear_combination h
  have hk : ∀ k, star (fun i => (r i : ℂ)) ⬝ᵥ orb k *ᵥ (fun i => (r i : ℂ)) = 0 := by
    intro k
    fin_cases k <;> simp [orb, dotProduct, Matrix.mulVec, Fin.sum_univ_succ] <;> ring
  rw [compress_quartet, hn]
  simp only [hk, zero_smul, Finset.sum_const_zero]
  module
```

In the proof, `hn` is the normalisation carried from the real to the complex numbers, and `hk` is the vanishing of the three moments.

For circular polarization, the factor 1/√2 occurs once in the bra and once in the ket, so for any orbital matrix A

⟨e,A e⟩ = (1/2) ⟨(1,i,0), A (1,i,0)⟩.

```lean
lemma circular_expect (A : Matrix (Fin 3) (Fin 3) ℂ) :
    star circular ⬝ᵥ A *ᵥ circular = 1 / 2 * (star ![1, I, 0] ⬝ᵥ A *ᵥ ![1, I, 0]) := by
  have h : ((√2 : ℝ) : ℂ) * ((√2 : ℝ) : ℂ) = 2 := by
    rw [← Complex.ofReal_mul, Real.mul_self_sqrt (by norm_num)]
    norm_num
  have hc : star (((√2 : ℝ) : ℂ)⁻¹) * ((√2 : ℝ) : ℂ)⁻¹ = 1 / 2 := by
    rw [star_inv₀, Complex.star_def, Complex.conj_ofReal, ← mul_inv, h]
    norm_num
  rw [circular, Matrix.mulVec_smul, star_smul, smul_dotProduct, dotProduct_smul, smul_smul,
    smul_eq_mul, hc]
```

With A = 1 this gives (1 + 1)/2 = 1. Direct multiplication gives L_2 e = e, while L_0 e and L_1 e point along the third axis and are orthogonal to e. The mean orbital angular momentum is therefore (0, 0, 1).

```lean
/-- The circular polarization is a unit vector with `⟨L⟩ = (0, 0, 1)`. -/
theorem circular_moments : star circular ⬝ᵥ circular = 1 ∧
    ∀ k, star circular ⬝ᵥ orb k *ᵥ circular = ![0, 0, 1] k := by
  constructor
  · have h := circular_expect 1
    rw [Matrix.one_mulVec, Matrix.one_mulVec] at h
    rw [h]
    simp [dotProduct, Fin.sum_univ_succ]
    norm_num
  · intro k
    rw [circular_expect]
    fin_cases k <;> simp [orb, dotProduct, Matrix.mulVec, Fin.sum_univ_succ]
    norm_num
```

Inserting these moments into the compression formula,

ρ = (2 + σ_2)/3 = diag(1, 1/3).

After division by the trace 4/3 the populations are 3/4 and 1/4: three spins up for each spin down.

```lean
/-- For the circular polarization `(1, i, 0)/√2` the compressed operator is `diag(1, 1/3)`. -/
theorem compress_circular : compress circular quartet = !![1, 0; 0, 1 / 3] := by
  rw [compress_quartet, circular_moments.1]
  simp only [circular_moments.2]
  ext i j
  fin_cases i <;> fin_cases j <;> simp [pauli, Fin.sum_univ_succ] <;> norm_num
```

## Spin polarization for any unit polarization

Let ⟨e,e⟩ = 1. The Pauli matrices are traceless and satisfy tr(σ_k σ_l) = 2δ_kl, so

tr ρ = 4/3,

tr(σ_k ρ) = (2/3) ⟨e,L_k e⟩,

s_k = ⟨e,L_k e⟩/2.

The spin polarization is half the mean orbital angular momentum.

```lean
/-- For a unit polarization the spin polarization is half the mean orbital angular momentum. -/
theorem spinPol_eq (e : Fin 3 → ℂ) (he : star e ⬝ᵥ e = 1) (k : Fin 3) :
    spinPol e k = (star e ⬝ᵥ orb k *ᵥ e) / 2 := by
  have key : ∀ a : Fin 3 → ℂ,
      (pauli k * ((1 / 3 : ℂ) • ((2 * 1 : ℂ) • 1 + ∑ l, a l • pauli l))).trace /
        ((1 / 3 : ℂ) • ((2 * 1 : ℂ) • (1 : Matrix (Fin 2) (Fin 2) ℂ)
          + ∑ l, a l • pauli l)).trace = a k / 2 := by
    intro a
    have ht : ((1 / 3 : ℂ) • ((2 * 1 : ℂ) • (1 : Matrix (Fin 2) (Fin 2) ℂ)
        + ∑ l, a l • pauli l)).trace = 4 / 3 := by
      simp only [Matrix.trace_fin_two, Fin.sum_univ_three]
      simp [pauli]
      ring
    have hs : (pauli k * ((1 / 3 : ℂ) • ((2 * 1 : ℂ) • 1 + ∑ l, a l • pauli l))).trace
        = 2 / 3 * a k := by
      simp only [Matrix.trace_fin_two, Matrix.mul_apply, Fin.sum_univ_three, Fin.sum_univ_two]
      fin_cases k
      · simp [pauli]
        ring
      · simp [pauli]
        linear_combination (-(2 / 3) * a 1) * Complex.I_sq
      · simp [pauli]
        ring
    rw [ht, hs]
    ring
  unfold spinPol
  rw [compress_quartet, he]
  exact key (fun l => star e ⬝ᵥ orb l *ᵥ e)
```

The hypothesis `he` is the normalisation of e. Inside `key`, the facts `ht` and `hs` are the two traces, computed for arbitrary coefficients `a` in place of the orbital moments.

To find the length of this vector, split e = a + i b with real vectors a and b. Then

⟨e,L_k e⟩ = −i (e* × e)_k = 2 (a × b)_k,

e·e = |a|² − |b|² + 2i a·b,

where e·e = Σ_i e_i² has no conjugation. Lagrange's identity |a × b|² = |a|²|b|² − (a·b)² gives

Σ_k |⟨e,L_k e⟩|² + |e·e|² = (|a|² + |b|²)² = ⟨e,e⟩² = 1.

Dividing the first sum by 4,

Σ_k |s_k|² = (1 − |e·e|²)/4.

```lean
/-- For a unit polarization `e` the squared length of the spin polarization is
`(1 - |e·e|²)/4`, where `e·e` is the product without complex conjugation. -/
theorem spinPol_length (e : Fin 3 → ℂ) (he : star e ⬝ᵥ e = 1) :
    ∑ k, ‖spinPol e k‖ ^ 2 = (1 - ‖e ⬝ᵥ e‖ ^ 2) / 4 := by
  -- Lagrange's identity for the real and imaginary parts of e
  have h : ∑ k, ‖star e ⬝ᵥ orb k *ᵥ e‖ ^ 2 + ‖e ⬝ᵥ e‖ ^ 2 = ‖star e ⬝ᵥ e‖ ^ 2 := by
    simp only [Complex.sq_norm, Complex.normSq_apply]
    simp [orb, dotProduct, Matrix.mulVec, Fin.sum_univ_succ]
    ring
  have h2 : ‖(2 : ℂ)‖ = 2 := by norm_num
  rw [he, norm_one, Fin.sum_univ_three] at h
  simp only [spinPol_eq e he, norm_div, h2, Fin.sum_univ_three]
  linear_combination (1 / 4) * h
```

The identity is `h`, verified by `ring` once the squared norms are written out in real and imaginary parts. In the code `e ⬝ᵥ e` is the unconjugated product, in contrast to `star e ⬝ᵥ e`.

Since |e·e|² ≥ 0, the squared length is at most 1/4. Equality requires e·e = 0, which means |a| = |b| and a·b = 0: circular polarization in some plane, with any orientation.

```lean
/-- The spin polarization for a unit `e` has length at most one half, and the bound is reached
exactly when `e·e = 0`. -/
theorem spinPol_le_half (e : Fin 3 → ℂ) (he : star e ⬝ᵥ e = 1) :
    ∑ k, ‖spinPol e k‖ ^ 2 ≤ (1 / 2) ^ 2 ∧
      (∑ k, ‖spinPol e k‖ ^ 2 = (1 / 2) ^ 2 ↔ e ⬝ᵥ e = 0) := by
  rw [spinPol_length e he]
  refine ⟨by nlinarith [sq_nonneg ‖e ⬝ᵥ e‖], fun h => ?_, fun h => ?_⟩
  · have h0 : ‖e ⬝ᵥ e‖ ^ 2 = 0 := by linarith
    exact norm_eq_zero.mp ((pow_eq_zero_iff two_ne_zero).mp h0)
  · rw [h]
    norm_num
```

The theorem states the bound and the equality condition together. Both follow from the length formula, the condition because a complex number with vanishing norm is zero.

For (1, i, 0)/√2 the moments found earlier give s = (0, 0, 1/2), a spin polarization of 50 percent along z. In absorption this e belongs to light with the conjugate polarization vector (1, −i, 0)/√2.

```lean
/-- The circular polarization `(1, i, 0)/√2` gives the spin polarization `(0, 0, 1/2)`. -/
theorem spinPol_circular : spinPol circular = ![0, 0, 1 / 2] := by
  ext k
  rw [spinPol_eq circular circular_moments.1, circular_moments.2]
  fin_cases k <;> simp

end

end OpticalOrientation
```

The approach to linear polarization can be followed with e = (cos χ, i sin χ, 0), a unit vector for every real angle χ. Here ⟨e,L_2 e⟩ = sin 2χ and the other two moments vanish, so s = (0, 0, (sin 2χ)/2). At χ = π/4 this is the circular value 1/2. As χ → 0 the polarization becomes linear and the spin polarization vanishes in proportion to χ.

```lean
#print axioms OpticalOrientation.compress_linear
#print axioms OpticalOrientation.compress_circular
#print axioms OpticalOrientation.spinPol_le_half
#print axioms OpticalOrientation.spinPol_circular
```

```
'OpticalOrientation.compress_linear' depends on axioms: [propext, Classical.choice, Quot.sound]
'OpticalOrientation.compress_circular' depends on axioms: [propext, Classical.choice, Quot.sound]
'OpticalOrientation.spinPol_le_half' depends on axioms: [propext, Classical.choice, Quot.sound]
'OpticalOrientation.spinPol_circular' depends on axioms: [propext, Classical.choice, Quot.sound]
```
